# The Cayley–Hamilton identity for a 2×2 complex matrix of determinant one

The theorem says that a 2×2 complex matrix M with determinant one satisfies M² + 1 = (tr M) M, where 1 is the identity matrix. Such matrices form the group SL(2,ℂ), which acts on two-component spinors as Lorentz transformations do; M need not be unitary or Hermitian. The proof writes the determinant hypothesis out in entries and checks the matrix equation entry by entry. After `simp` expands the products and the trace, each remaining goal is offered first to `ring`, then to a `linear_combination` that uses the hypothesis `h`.

This version doesn't compile in Lean 4 with Mathlib:

```lean
import Mathlib

open Matrix
open scoped ComplexOrder

namespace SL2CPolarDecomposition

noncomputable section

local notation "M2" => Matrix (Fin 2) (Fin 2) ℂ
local notation "SU2" => Matrix.specialUnitaryGroup (Fin 2) ℂ

/-- The Cayley–Hamilton identity for a 2×2 matrix of determinant one: `M² + 1 = (tr M) M`. -/
theorem cayley_hamilton_det_one (M : M2) (h : M.det = 1) :
    M * M + 1 = M.trace • M := by
  rw [Matrix.det_fin_two] at h
  ext i j
  fin_cases i <;> fin_cases j <;>
    simp [Matrix.mul_apply, Fin.sum_univ_two, Matrix.trace_fin_two] <;>
    first
      | ring
      | linear_combination (-1 : ℂ) * h

end

end SL2CPolarDecomposition
```

Compiling this gives:

```
Try this:
  [apply] ring_nf
  
  The `ring` tactic failed to close the goal. Use `ring_nf` to obtain a normal form.
    
  Note that `ring` works primarily in *commutative* rings. If you have a noncommutative ring, abelian group or module, consider using `noncomm_ring`, `abel` or `module` instead.
Try this:
  [apply] ring_nf
  
  The `ring` tactic failed to close the goal. Use `ring_nf` to obtain a normal form.
    
  Note that `ring` works primarily in *commutative* rings. If you have a noncommutative ring, abelian group or module, consider using `noncomm_ring`, `abel` or `module` instead.
Main.lean:15:31: error: unsolved goals
case «0».«0»
M : M2
h : M 0 0 * M 1 1 - M 0 1 * M 1 0 = 1
⊢ 1 + M 0 0 ^ 2 + M 0 1 * M 1 0 = M 0 0 * M 1 1 + M 0 0 ^ 2

case «1».«1»
M : M2
h : M 0 0 * M 1 1 - M 0 1 * M 1 0 = 1
⊢ 1 + M 1 0 * M 0 1 + M 1 1 ^ 2 = M 1 1 * M 0 0 + M 1 1 ^ 2
```

The two unsolved goals are the diagonal entries. Each is true only because the determinant is one, so `ring`, which does not use `h`, cannot prove it.

The trouble is how `ring` fails. When it cannot close a goal it falls back to `ring_nf`, which here rewrites the goal and ends without an error; the "Try this" messages report this. `first` keeps the first alternative that raises no error, so it accepts `ring` and never reaches `linear_combination`. The rewritten goals are left over.

The repair only swaps the two alternatives. On the diagonal, `linear_combination (-1 : ℂ) * h` supplies the missing determinant relation and closes the goal. Off the diagonal the two sides agree by algebra alone, so subtracting a multiple of `h` would spoil the balance. There `linear_combination` fails with a real error, and `first` moves on to `ring`, which suffices.

The repair, with which the file compiles:

```diff
@@ -19,6 +19,6 @@
     simp [Matrix.mul_apply, Fin.sum_univ_two, Matrix.trace_fin_two] <;>
     first
+      | linear_combination (-1 : ℂ) * h
       | ring
-      | linear_combination (-1 : ℂ) * h
 
 end
```
